# Simultaneous first-order onset of two equivalent order parameters in a sixth-order Landau model

Suppose a system can develop two kinds of order, with amplitudes \(x\) and \(y\), and each is analysed with the other set to zero. The free energy of one order is then \(ax^2+bx^4+cx^6\). For \(b,c>0\) this predicts that order sets in at \(a=0\) and grows continuously from zero. If the two orders attract each other strongly enough, both predictions are wrong: the lowest state is already ordered at some positive values of \(a\), and both amplitudes jump to a nonzero size together. The curvature at the origin doesn't reveal this, because it stays positive until \(a=0\).

The free energy with the coupling included is

\[
F(x,y)=a(x^2+y^2)+b(x^4+y^4)-g\,x^2y^2+c(x^2+y^2)^3 ,
\]

with real coefficients satisfying \(c>0\) and \(-g<2b<g\). This range contains the case \(b>0\), \(g>2b\), and also some negative \(b\). Define

\[
a_*=\frac{(g-2b)^2}{64c},\qquad p=\frac{g-2b}{16c}.
\]

The origin is a global minimum of \(F\) exactly when \(a\ge a_*\). At \(a=a_*\) the other global minima are the points with \(x^2=y^2=p\). Below \(a_*\) the global minima are the points with \(x^2=y^2=q\), where

\[
q=\frac{(g-2b)+\sqrt{(g-2b)^2-48ac}}{24c}>p .
\]

"First-order" refers to this jump of the global minimizer.

## What the coefficients stand for

The coefficient \(a\) is half the curvature of the free energy at the origin along either order; in Landau theory it is usually taken to decrease on cooling. Using the same \(a\) and \(b\) for both orders expresses a symmetry under exchange of \(x\) and \(y\), and the absence of odd powers expresses a symmetry under reversing the sign of either amplitude. The sixth-order term is a special choice: these symmetries would also allow an independent term proportional to \(x^2y^2(x^2+y^2)\), which is left out here. The condition \(c>0\) keeps the free energy bounded below. The condition \(2b<g\) says that the attraction outweighs the quartic self-repulsion when the orders are equal, and \(-g<2b\) makes unequal orders cost energy at fixed \(x^2+y^2\). The coupling enters with a minus sign, so positive \(g\) means attraction; many texts use the opposite sign and put factors such as \(1/2\) and \(1/4\) in front of the coefficients.

Applying the result to a material requires one further step: taking its equilibrium state to be the global minimum of this polynomial in two uniform, one-component amplitudes. If this polynomial is fitted to total energies from electronic-structure calculations for two equivalent lattice distortions, and the fitted \(b\), \(g\) and \(c\) lie in the range above, \(a_*\) is the value of \(a\) at which the minimum jumps when \(a\) is varied with the other coefficients held fixed.

## Completing the square in the total order

Put \(s=x^2+y^2\) and \(d=x^2-y^2\). Then \(x^4+y^4=(s^2+d^2)/2\) and \(x^2y^2=(s^2-d^2)/4\), so

\[
F=as-\frac{g-2b}{4}s^2+cs^3+\frac{g+2b}{4}d^2 .
\]

Since \(4cp=(g-2b)/4\) and \(4cp^2=a_*\),

\[
cs(s-2p)^2=cs^3-\frac{g-2b}{4}s^2+a_*s ,
\]

and therefore

\[
F=(a-a_*)s+cs(s-2p)^2+\frac{g+2b}{4}d^2 .
\]

If \(a\ge a_*\), every term is nonnegative. As \(F(0,0)=0\), the origin is a global minimum. Conversely, suppose the origin is a global minimum and compare it with \(x=y=\sqrt p\), where \(s=2p\) and \(d=0\). This gives \(0\le 2p(a-a_*)\), and \(p>0\) implies \(a\ge a_*\).

For \(a\ge a_*\), any global minimizer has \(F=0\), so each term vanishes separately. If \(a>a_*\), the first term forces \(s=0\), hence \(x=y=0\). If \(a=a_*\), the last term forces \(x^2=y^2\), and the middle one leaves \(s=0\) or \(s=2p\). The second choice is \(x^2=y^2=p\).

## The ordered state below onset

Let \(a<a_*\). Then \(48ac<\tfrac34(g-2b)^2\), so the square root in \(q\) exceeds \((g-2b)/2\), and

\[
q>\frac{\tfrac32(g-2b)}{24c}=p .
\]

Along \(x^2=y^2=t\) the free energy is \(2at-(g-2b)t^2+8ct^3\). Setting half its derivative to zero gives

\[
12ct^2-(g-2b)t+a=0 ,
\]

whose larger root is \(q\). Write \(f(s)=as-\frac{g-2b}{4}s^2+cs^3\) for the part of \(F\) that depends on \(s\). Stationarity means \(f'(2q)=0\), so with \(\delta=s-2q\),

\[
f(s)-f(2q)=\delta^2\left(6cq-\frac{g-2b}{4}+c\delta\right)
=(s-2q)^2\left(cs+4cq-\frac{g-2b}{4}\right).
\]

The last bracket is positive because \(s\ge0\) and \(q>p\). The excess free energy is this expression plus \(\frac{g+2b}{4}d^2\). It is never negative, and it vanishes only for \(s=2q\), \(d=0\), that is, \(x^2=y^2=q\).

## Losing the cost of unequal orders

Take \(b=-1\), \(g=c=1\), so that \(2b<-g\). Then \(a_*=9/64\). At \(a=3/16>a_*\), substituting \(x^2=1/2\), \(y=0\) gives

\[
F=\frac{3}{32}-\frac14+\frac18=-\frac1{32}<0 .
\]

The origin is not a global minimum, although \(a>a_*\): a single order has set in alone. The example shows that the hypothesis \(-g<2b\) can't simply be dropped. At equality, \(2b=-g\), the threshold survives, but \(F\) depends only on \(s\), and the orders need no longer be equal.

## Free energy and minimizers in Lean

All coefficients and amplitudes are real numbers.

```lean
import Mathlib

namespace SimultaneousFirstOrderOnset

noncomputable section
```

The function `freeEnergy` is \(F\), with arguments in the order `a b g c x y`.

```lean
/-- Landau free energy of two order parameters `x`, `y` with quadratic coefficient `a`,
quartic coefficient `b`, biquadratic coupling `g` and sixth-order coefficient `c`. -/
def freeEnergy (a b g c x y : ℝ) : ℝ :=
  a * (x ^ 2 + y ^ 2) + b * (x ^ 4 + y ^ 4) - g * x ^ 2 * y ^ 2 + c * (x ^ 2 + y ^ 2) ^ 3
```

A global minimum is a state whose free energy is at most that of every other state. The definition allows ties, which occur at onset.

```lean
/-- The state `(x, y)` has the lowest free energy among all states. -/
def IsGlobalMin (a b g c x y : ℝ) : Prop :=
  ∀ u v : ℝ, freeEnergy a b g c x y ≤ freeEnergy a b g c u v
```

The next three definitions are \(a_*\), \(p\) and \(q\). Both `onsetSq` and `orderedSq` are squares of a single amplitude, so the total order \(s\) is twice as large.

```lean
/-- The number `(g - 2b)² / (64c)`, which is the onset value of the quadratic coefficient when
`c > 0` and `-g < 2b < g`. -/
def onset (b g c : ℝ) : ℝ := (g - 2 * b) ^ 2 / (64 * c)

/-- The number `(g - 2b) / (16c)`, which is the square of each amplitude in the ordered states at
onset when `c > 0` and `-g < 2b < g`. -/
def onsetSq (b g c : ℝ) : ℝ := (g - 2 * b) / (16 * c)

/-- The square of each amplitude in the ordered states below onset, when `c > 0`, `-g < 2b < g` and
`a < onset b g c`. -/
def orderedSq (a b g c : ℝ) : ℝ :=
  ((g - 2 * b) + √((g - 2 * b) ^ 2 - 48 * a * c)) / (24 * c)
```

## Stability of the disordered state

The completed square is an identity for every \(c\ne0\), whatever the signs of the other coefficients. `field_simp` clears the denominators and `ring` compares the polynomials.

```lean
/-- For `c ≠ 0` the free energy is the sum of a term proportional to `a - onset b g c`, a term
containing a completed square in `x² + y²`, and a multiple of `(x² - y²)²`. -/
theorem freeEnergy_eq_squares (a b g c x y : ℝ) (hc : c ≠ 0) :
    freeEnergy a b g c x y =
      (a - onset b g c) * (x ^ 2 + y ^ 2)
        + c * (x ^ 2 + y ^ 2) * (x ^ 2 + y ^ 2 - 2 * onsetSq b g c) ^ 2
        + (g + 2 * b) / 4 * (x ^ 2 - y ^ 2) ^ 2 := by
  unfold freeEnergy onset onsetSq
  field_simp
  ring
```

Nonnegativity follows term by term. It uses \(-g<2b\) but not \(2b<g\).

```lean
/-- For `c > 0` and `-g < 2b`, the free energy is nowhere negative when `a` is at least
`onset b g c`. -/
theorem freeEnergy_nonneg {a b g c : ℝ} (hc : 0 < c) (hs : -g < 2 * b)
    (ha : onset b g c ≤ a) (x y : ℝ) : 0 ≤ freeEnergy a b g c x y := by
  rw [freeEnergy_eq_squares a b g c x y hc.ne']
  have h1 : 0 ≤ a - onset b g c := by linarith
  have h2 : 0 ≤ (g + 2 * b) / 4 := by linarith
  positivity
```

The main criterion has the two directions of the derivation. In the forward direction, `h1` is the comparison with \((\sqrt p,\sqrt p)\), `h2` is what remains after the squares vanish, and `h3` divides out the positive factor \(2p\). The reverse direction is the preceding lemma.

```lean
/-- For `c > 0` and `-g < 2b < g`, the disordered state is a global minimum exactly when
`a` is at least `(g - 2b)² / (64c)`. -/
theorem origin_isGlobalMin_iff {a b g c : ℝ} (hc : 0 < c) (hs : -g < 2 * b)
    (hg : 2 * b < g) :
    IsGlobalMin a b g c 0 0 ↔ (g - 2 * b) ^ 2 / (64 * c) ≤ a := by
  change _ ↔ onset b g c ≤ a
  have h0 : freeEnergy a b g c 0 0 = 0 := by simp [freeEnergy]
  constructor
  · intro h
    have hj : 0 < onsetSq b g c := div_pos (by linarith) (by linarith)
    -- compare with the state in which both orders have their onset value
    have h1 := h (√(onsetSq b g c)) (√(onsetSq b g c))
    rw [h0, freeEnergy_eq_squares a b g c _ _ hc.ne', Real.sq_sqrt hj.le] at h1
    have h2 : 0 ≤ (a - onset b g c) * (2 * onsetSq b g c) := by
      calc (0 : ℝ) ≤ _ := h1
        _ = (a - onset b g c) * (2 * onsetSq b g c) := by ring
    have h3 : 0 ≤ a - onset b g c := nonneg_of_mul_nonneg_left h2 (by linarith)
    linarith
  · intro ha u v
    rw [h0]
    exact freeEnergy_nonneg hc hs ha u v
```

## Minimizers at and above onset

Above onset, a minimizer is compared with the origin, giving \(F\le0\). The facts `h2` and `h3` say that the last two terms are nonnegative, so a positive \(s\) would be contradictory; `h4` records \(s\le0\).

```lean
/-- For `c > 0` and `-g < 2b`, the disordered state is the only global minimum when `a` is greater
than `onset b g c`. -/
theorem isGlobalMin_above_onset {a b g c : ℝ} (hc : 0 < c) (hs : -g < 2 * b)
    (ha : onset b g c < a) (x y : ℝ) :
    IsGlobalMin a b g c x y ↔ x = 0 ∧ y = 0 := by
  have h0 : freeEnergy a b g c 0 0 = 0 := by simp [freeEnergy]
  constructor
  · intro h
    have h1 := h 0 0
    rw [h0, freeEnergy_eq_squares a b g c x y hc.ne'] at h1
    have h2 : 0 ≤ c * (x ^ 2 + y ^ 2) * (x ^ 2 + y ^ 2 - 2 * onsetSq b g c) ^ 2 := by
      positivity
    have h3 : 0 ≤ (g + 2 * b) / 4 * (x ^ 2 - y ^ 2) ^ 2 :=
      mul_nonneg (by linarith) (sq_nonneg _)
    have h4 : x ^ 2 + y ^ 2 ≤ 0 := by
      by_contra hn
      have := mul_pos (sub_pos.2 ha) (not_le.1 hn)
      linarith
    have hx : x ^ 2 = 0 := by linarith [sq_nonneg x, sq_nonneg y]
    have hy : y ^ 2 = 0 := by linarith [sq_nonneg x, sq_nonneg y]
    exact ⟨(pow_eq_zero_iff two_ne_zero).1 hx, (pow_eq_zero_iff two_ne_zero).1 hy⟩
  · rintro ⟨rfl, rfl⟩ u v
    rw [h0]
    exact freeEnergy_nonneg hc hs ha.le u v
```

At onset, the coefficient \(a\) is replaced by `onset b g c`. The theorem lists the origin and the points with \(x^2=y^2=p\), which are four points once the signs are chosen. The condition `0 < x ^ 2` makes explicit that these states are ordered. In the proof, `h4` and `h5` set the two remaining terms to zero, and the case split on `h5` separates \(s=0\) from \(s=2p\). The converse evaluates \(F\) at the listed states and finds zero.

```lean
/-- For `c > 0` and `-g < 2b < g`, the global minima at onset are the disordered state and
the states with `x² = y² = (g - 2b) / (16c)`. -/
theorem isGlobalMin_at_onset {b g c : ℝ} (hc : 0 < c) (hs : -g < 2 * b)
    (hg : 2 * b < g) (x y : ℝ) :
    IsGlobalMin (onset b g c) b g c x y ↔
      (x = 0 ∧ y = 0) ∨
        (0 < x ^ 2 ∧ x ^ 2 = (g - 2 * b) / (16 * c) ∧ y ^ 2 = (g - 2 * b) / (16 * c)) := by
  change _ ↔ (x = 0 ∧ y = 0) ∨ (0 < x ^ 2 ∧ x ^ 2 = onsetSq b g c ∧ y ^ 2 = onsetSq b g c)
  have hj : 0 < onsetSq b g c := div_pos (by linarith) (by linarith)
  have h0 : freeEnergy (onset b g c) b g c 0 0 = 0 := by simp [freeEnergy]
  constructor
  · intro h
    have h1 := h 0 0
    rw [h0, freeEnergy_eq_squares _ b g c x y hc.ne'] at h1
    have h2 : 0 ≤ c * (x ^ 2 + y ^ 2) * (x ^ 2 + y ^ 2 - 2 * onsetSq b g c) ^ 2 := by
      positivity
    have hk : 0 < (g + 2 * b) / 4 := by linarith
    have h3 : 0 ≤ (g + 2 * b) / 4 * (x ^ 2 - y ^ 2) ^ 2 := mul_nonneg hk.le (sq_nonneg _)
    rw [sub_self, zero_mul, zero_add] at h1
    -- both nonnegative terms vanish
    have h4 : (g + 2 * b) / 4 * (x ^ 2 - y ^ 2) ^ 2 = 0 := by linarith
    have h5 : c * (x ^ 2 + y ^ 2) * (x ^ 2 + y ^ 2 - 2 * onsetSq b g c) ^ 2 = 0 := by
      linarith
    have hd := (pow_eq_zero_iff two_ne_zero).1 ((mul_eq_zero.1 h4).resolve_left hk.ne')
    rcases mul_eq_zero.1 h5 with h6 | h6
    · have h7 := (mul_eq_zero.1 h6).resolve_left hc.ne'
      have hx : x ^ 2 = 0 := by linarith
      have hy : y ^ 2 = 0 := by linarith
      exact Or.inl
        ⟨(pow_eq_zero_iff two_ne_zero).1 hx, (pow_eq_zero_iff two_ne_zero).1 hy⟩
    · have h7 := (pow_eq_zero_iff two_ne_zero).1 h6
      exact Or.inr ⟨by linarith, by linarith, by linarith⟩
  · rintro (⟨rfl, rfl⟩ | ⟨-, hx, hy⟩) u v
    · rw [h0]
      exact freeEnergy_nonneg hc hs le_rfl u v
    · have h1 : freeEnergy (onset b g c) b g c x y = 0 := by
        rw [freeEnergy_eq_squares _ b g c x y hc.ne', hx, hy]
        ring
      rw [h1]
      exact freeEnergy_nonneg hc hs le_rfl u v
```

## Minimizers below onset

The first lemma is the inequality \(q>p\). Its step `hr` is the lower bound \((g-2b)/2\) on the square root.

```lean
/-- For `c > 0`, `2b < g` and `a < onset b g c`, the number `orderedSq a b g c` exceeds
`onsetSq b g c`. -/
theorem onsetSq_lt_orderedSq {a b g c : ℝ} (hc : 0 < c) (hg : 2 * b < g)
    (ha : a < onset b g c) : onsetSq b g c < orderedSq a b g c := by
  unfold onset at ha
  rw [lt_div_iff₀ (by positivity)] at ha
  have hr : (g - 2 * b) / 2 < √((g - 2 * b) ^ 2 - 48 * a * c) :=
    (Real.lt_sqrt (by linarith)).2 (by linarith)
  unfold onsetSq orderedSq
  rw [div_lt_div_iff₀ (by positivity) (by positivity)]
  linarith [mul_pos hc (sub_pos.2 hr)]
```

The second lemma obtains the stationarity equation from the formula for \(q\). Here `hq` is the definition multiplied by \(24c\), and `hr` squares the root. Combining them gives \(48c\) times the desired equation, and the positive factor is removed.

```lean
/-- For `c > 0` and `a < onset b g c`, the number `q = orderedSq a b g c` solves
`12cq² - (g - 2b)q + a = 0`. -/
theorem orderedSq_stationary {a b g c : ℝ} (hc : 0 < c) (ha : a < onset b g c) :
    12 * c * orderedSq a b g c ^ 2 - (g - 2 * b) * orderedSq a b g c + a = 0 := by
  unfold onset at ha
  rw [lt_div_iff₀ (by positivity)] at ha
  have hr := Real.sq_sqrt (show 0 ≤ (g - 2 * b) ^ 2 - 48 * a * c by
    linarith [sq_nonneg (g - 2 * b)])
  have hq : 24 * c * orderedSq a b g c
      = (g - 2 * b) + √((g - 2 * b) ^ 2 - 48 * a * c) :=
    mul_div_cancel₀ _ (by positivity)
  have h : 48 * c *
      (12 * c * orderedSq a b g c ^ 2 - (g - 2 * b) * orderedSq a b g c + a) = 0 := by
    linear_combination (24 * c * orderedSq a b g c - (g - 2 * b)
      + √((g - 2 * b) ^ 2 - 48 * a * c)) * hq + hr
  exact (mul_eq_zero.1 h).resolve_left (by positivity)
```

The final theorem identifies every global minimum for \(a<a_*\), including negative \(a\). After `generalize`, the proof uses only the stationarity of \(q\) and its lower bounds, not its explicit formula. The identity `hid` is the expansion about \(s=2q\): the linear term is \(s-2q\) times the stationarity equation, which is the multiple supplied to `linear_combination`. The positive bracket is `hw`. Comparing a minimizer with \((\sqrt q,\sqrt q)\) makes both squares vanish, and the converse reads the same identity as a lower bound on \(F\).

```lean
/-- For `c > 0`, `-g < 2b < g` and `a` below its onset value, the global minima are exactly
the states in which `x²` and `y²` both equal the ordered value. -/
theorem isGlobalMin_below_onset {a b g c : ℝ} (hc : 0 < c) (hs : -g < 2 * b)
    (hg : 2 * b < g) (ha : a < onset b g c) (x y : ℝ) :
    IsGlobalMin a b g c x y ↔
      x ^ 2 = orderedSq a b g c ∧ y ^ 2 = orderedSq a b g c := by
  have hst := orderedSq_stationary hc ha
  have hlt := onsetSq_lt_orderedSq hc hg ha
  have hj : 0 < onsetSq b g c := div_pos (by linarith) (by linarith)
  have hq0 := hj.trans hlt
  unfold onsetSq at hlt
  rw [div_lt_iff₀ (by positivity)] at hlt
  generalize orderedSq a b g c = q at hst hlt hq0 ⊢
  have hk : 0 < (g + 2 * b) / 4 := by linarith
  -- free energy measured from that of the ordered state
  have hid : ∀ u v : ℝ, freeEnergy a b g c u v =
      (2 * a * q - (g - 2 * b) * q ^ 2 + 8 * c * q ^ 3)
        + (c * (u ^ 2 + v ^ 2) + (4 * c * q - (g - 2 * b) / 4)) * (u ^ 2 + v ^ 2 - 2 * q) ^ 2
        + (g + 2 * b) / 4 * (u ^ 2 - v ^ 2) ^ 2 := by
    intro u v
    unfold freeEnergy
    linear_combination (u ^ 2 + v ^ 2 - 2 * q) * hst
  have hw : ∀ u v : ℝ, 0 < c * (u ^ 2 + v ^ 2) + (4 * c * q - (g - 2 * b) / 4) := by
    intro u v
    have h1 : 0 ≤ c * (u ^ 2 + v ^ 2) := by positivity
    linarith
  constructor
  · intro h
    have h1 := h (√q) (√q)
    rw [hid x y, hid (√q) (√q), Real.sq_sqrt hq0.le] at h1
    have h2 := mul_nonneg (hw x y).le (sq_nonneg (x ^ 2 + y ^ 2 - 2 * q))
    have h3 := mul_nonneg hk.le (sq_nonneg (x ^ 2 - y ^ 2))
    have e1 : q + q - 2 * q = 0 := by ring
    rw [e1, sub_self q, zero_pow two_ne_zero, mul_zero, mul_zero] at h1
    have h4 : (c * (x ^ 2 + y ^ 2) + (4 * c * q - (g - 2 * b) / 4))
        * (x ^ 2 + y ^ 2 - 2 * q) ^ 2 = 0 := by linarith
    have h5 : (g + 2 * b) / 4 * (x ^ 2 - y ^ 2) ^ 2 = 0 := by linarith
    have h6 := (pow_eq_zero_iff two_ne_zero).1 ((mul_eq_zero.1 h4).resolve_left (hw x y).ne')
    have h7 := (pow_eq_zero_iff two_ne_zero).1 ((mul_eq_zero.1 h5).resolve_left hk.ne')
    exact ⟨by linarith, by linarith⟩
  · rintro ⟨hx, hy⟩ u v
    have h1 : freeEnergy a b g c x y
        = 2 * a * q - (g - 2 * b) * q ^ 2 + 8 * c * q ^ 3 := by
      rw [hid x y, hx, hy]
      ring
    rw [h1, hid u v]
    have h2 := mul_nonneg (hw u v).le (sq_nonneg (u ^ 2 + v ^ 2 - 2 * q))
    have h3 := mul_nonneg hk.le (sq_nonneg (u ^ 2 - v ^ 2))
    linarith

end

end SimultaneousFirstOrderOnset
```

```lean
#print axioms SimultaneousFirstOrderOnset.origin_isGlobalMin_iff
-- 'SimultaneousFirstOrderOnset.origin_isGlobalMin_iff' depends on axioms: [propext, Classical.choice, Quot.sound]
#print axioms SimultaneousFirstOrderOnset.isGlobalMin_at_onset
-- 'SimultaneousFirstOrderOnset.isGlobalMin_at_onset' depends on axioms: [propext, Classical.choice, Quot.sound]
#print axioms SimultaneousFirstOrderOnset.onsetSq_lt_orderedSq
-- 'SimultaneousFirstOrderOnset.onsetSq_lt_orderedSq' depends on axioms: [propext, Classical.choice, Quot.sound]
#print axioms SimultaneousFirstOrderOnset.isGlobalMin_below_onset
-- 'SimultaneousFirstOrderOnset.isGlobalMin_below_onset' depends on axioms: [propext, Classical.choice, Quot.sound]
```
